# The Gaussian weight exp(−x²/(2s)) with s > 0 is integrable over the real line, with integral √(2πs)

In one dimension, the function exp(−x²/(2s)) with s > 0 is a centred Gaussian weight of variance s, left unnormalised. The lemma states that it is integrable over the whole real line and that its integral is √(2πs), so dividing by this number gives a probability density. The attempt gets integrability from the preceding theorem, taking the zeroth power of x. For the value it uses Mathlib's `integral_gaussian`, which gives √(π/b) for the weight exp(−bx²), with b = 1/(2s), and then has to show that this root equals √(2πs).

An attempt in Lean 4 with a fault in it:

```lean
import Mathlib

open MeasureTheory

namespace GaussianMoments

noncomputable section

/-- The unnormalised centred Gaussian weight `exp (-x² / (2s))`, for variance `s > 0`. -/
def weight (s x : ℝ) : ℝ := Real.exp (-(1 / (2 * s)) * x ^ 2)

/-- Every power of the coordinate is integrable against the Gaussian weight. -/
theorem integrable_pow_mul_weight {s : ℝ} (hs : 0 < s) (n : ℕ) :
    Integrable fun x : ℝ => x ^ n * weight s x := by
  have h := integrable_rpow_mul_exp_neg_mul_sq (b := 1 / (2 * s)) (by positivity)
    (s := (n : ℝ)) (by linarith [(Nat.cast_nonneg n : (0 : ℝ) ≤ n)])
  simpa only [Real.rpow_natCast, weight] using h

/-- The Gaussian weight is integrable and its integral is `√(2πs)`. -/
theorem weight_integral {s : ℝ} (hs : 0 < s) :
    Integrable (weight s) ∧ ∫ x, weight s x = √(2 * Real.pi * s) := by
  refine ⟨by simpa using integrable_pow_mul_weight hs 0, ?_⟩
  exact (integral_gaussian (1 / (2 * s))).trans (by congr 1; ring)

end

end GaussianMoments
```

Compiling this gives:

```
Try this:
  [apply] ring_nf
  
  The `ring` tactic failed to close the goal. Use `ring_nf` to obtain a normal form.
    
  Note that `ring` works primarily in *commutative* rings. If you have a noncommutative ring, abelian group or module, consider using `noncomm_ring`, `abel` or `module` instead.
Main.lean:23:49: error: unsolved goals
s : ℝ
hs : 0 < s
⊢ Real.pi * s⁻¹⁻¹ * 2 = Real.pi * s * 2
```

The error concerns only this last step. After `congr 1` has removed the square roots, the goal is π/(1/(2s)) = 2πs, which `ring` is asked to prove. It deals with the numbers but leaves the double inverse `s⁻¹⁻¹` on the left, where the right has `s`, so the two normal forms don't match. The equation left over is true; `ring` just doesn't cancel the two inverses here. The "Try this" message offers `ring_nf` because `ring` failed to close the goal, and its remark on noncommutative rings has no bearing on real numbers.

The repair removes the nested division before `ring` runs. `one_div` turns 1/(2s) into (2s)⁻¹, and `div_inv_eq_mul` turns division by that inverse into multiplication by 2s. What remains is π · (2s) = 2πs, with no inverses, and `ring` proves it by reordering the factors. The new line break is mere tidying.

As a diff, the version that Lean accepts:

```diff
@@ -21,5 +21,6 @@
     Integrable (weight s) ∧ ∫ x, weight s x = √(2 * Real.pi * s) := by
   refine ⟨by simpa using integrable_pow_mul_weight hs 0, ?_⟩
-  exact (integral_gaussian (1 / (2 * s))).trans (by congr 1; ring)
+  exact (integral_gaussian (1 / (2 * s))).trans
+    (by congr 1; rw [one_div, div_inv_eq_mul]; ring)
 
 end
```
